# The fourth powers of the entries of a real orthogonal n by n matrix sum to at most n, with equality exactly for signed permutations

When orbitals are followed from one SCF solution to another, the new orbitals can be matched to reference orbitals through their overlaps, then put into the reference order and given the reference signs. Suppose that both sets are real, orthonormal and finite, and span the same space. If the new orbitals have been rotated so that the fourth powers of the overlaps sum to the number of orbitals, order and sign are all that is left to fix.

Let U_ij be the overlap of reference orbital i with new orbital j, for n orbitals in each set. Under the assumptions above, U Uᵀ = 1. The claim is

Σ_ij U_ij⁴ ≤ n,

with equality exactly when U is a signed permutation matrix: one entry 1 or -1 in each row and each column, and zeros elsewhere. For n ≥ 2 the sum of squares would not single out these matrices, since it equals n for every orthogonal U.

## Equality leaves one overlap per row

The diagonal elements of U Uᵀ = 1 say that each row is normalised:

Σ_j U_ij² = 1.

No term exceeds the whole sum, so U_ij² ≤ 1. Multiplication by U_ij² gives U_ij⁴ ≤ U_ij², and summation over all entries gives the bound:

Σ_ij U_ij⁴ ≤ Σ_ij U_ij² = n.

If equality holds, then

Σ_ij (U_ij² - U_ij⁴) = 0.

Every term is nonnegative, so every term vanishes and each U_ij² is 0 or 1. Since the squares in row i sum to 1, exactly one entry is nonzero. Call its column f(i); the entry is 1 or -1.

Two different rows i and k cannot have f(i) = f(k), because their scalar product would then be

(U Uᵀ)_ik = U_i,f(i) U_k,f(i) = ±1,

whereas orthogonality requires 0. Thus f is injective on a finite set, hence a permutation, and U is a signed permutation matrix. Conversely, each row of such a matrix contributes (±1)⁴ = 1, and the total is n.

## Order and sign are the remaining freedom

Now let A be the overlap matrix before alignment, and let an orthogonal matrix Q rotate the new orbitals, so that the overlaps become A Q. This matrix is again orthogonal:

(A Q)(A Q)ᵀ = A Q Qᵀ Aᵀ = A Aᵀ = 1.

Suppose that A Q reaches the value n. It is then a signed permutation matrix. If A Q' reaches n for another orthogonal Q', then A Q' is one too, and so is

P = (A Q)ᵀ (A Q'),

because transposes and products of signed permutations are signed permutations. Moreover,

Q P = Q Qᵀ Aᵀ A Q' = Q'.

In the other direction, Q' = Q P with a signed permutation P gives A Q' = (A Q) P, which is a signed permutation and therefore reaches n.

For two orbitals mixed by an angle θ, the sum is

2 (cos⁴ θ + sin⁴ θ) = 2 (1 - 2 sin² θ cos² θ) = 2 - sin²(2θ).

It equals 2 when θ is a multiple of π/2, and falls to 1 at θ = π/4, where the orbitals are mixed equally.

## Overlaps and signed permutations as Lean matrices

In the code, `n` is the finite type that labels the orbitals, and their number is `Fintype.card n`.

```lean
import Mathlib

open Matrix

namespace OrbitalTracking

noncomputable section

variable {n : Type*} [Fintype n] [DecidableEq n]
```

The quantity to be bounded is a double sum over real matrix entries.

```lean
/-- The sum of the fourth powers of all entries of an orbital overlap matrix. -/
def overlapQuartic (U : Matrix n n ℝ) : ℝ := ∑ i, ∑ j, U i j ^ 4
```

A signed permutation is described by a permutation `σ` and a function `s`: row `i` has its entry `s i` in column `σ i`.

```lean
/-- The matrix that has the entry `s i` in row `i` and column `σ i`, and zeros elsewhere. -/
def signedPerm (σ : Equiv.Perm n) (s : n → ℝ) : Matrix n n ℝ :=
  Matrix.of fun i j => if j = σ i then s i else 0
```

The definition above admits any real `s`. The next one restricts its values to 1 and -1.

```lean
/-- A signed permutation matrix: it reorders the orbitals and multiplies each by `1` or `-1`. -/
def IsSignedPerm (U : Matrix n n ℝ) : Prop :=
  ∃ (σ : Equiv.Perm n) (s : n → ℝ), (∀ i, s i = 1 ∨ s i = -1) ∧ U = signedPerm σ s
```

For a product, row `i` of the first factor selects row `σ i` of the second. The nonzero entry is therefore `s i * t (σ i)`, in column `τ (σ i)`. `Finset.sum_eq_single` reduces the matrix product to that one term.

```lean
/-- Two successive changes of order and sign are again a change of order and sign. -/
theorem IsSignedPerm.mul {U V : Matrix n n ℝ} (hU : IsSignedPerm U) (hV : IsSignedPerm V) :
    IsSignedPerm (U * V) := by
  obtain ⟨σ, s, hs, rfl⟩ := hU
  obtain ⟨τ, t, ht, rfl⟩ := hV
  refine ⟨σ.trans τ, fun i => s i * t (σ i), ?_, ?_⟩
  · intro i
    rcases hs i with h | h <;> rcases ht (σ i) with h' | h' <;> simp [h, h']
  · ext i k
    rw [Matrix.mul_apply, Finset.sum_eq_single (σ i)]
    · by_cases h : k = τ (σ i) <;> simp [signedPerm, h]
    · intro j _ hj
      simp [signedPerm, hj]
    · simp
```

Transposition replaces `σ` by its inverse and carries the signs along.

```lean
omit [Fintype n] in
/-- The transpose of a signed permutation matrix is a signed permutation matrix. -/
theorem IsSignedPerm.transpose {U : Matrix n n ℝ} (hU : IsSignedPerm U) :
    IsSignedPerm Uᵀ := by
  obtain ⟨σ, s, hs, rfl⟩ := hU
  refine ⟨σ.symm, fun i => s (σ.symm i), fun i => hs _, ?_⟩
  ext i j
  by_cases h : i = σ j
  · subst h
    simp [signedPerm]
  · have h' : j ≠ σ.symm i := fun e => h (by rw [e, Equiv.apply_symm_apply])
    simp [signedPerm, h, h']
```

## The bound and its equality case

Normalisation of row `i` is read off from the diagonal entry of `U * Uᵀ = 1`.

```lean
/-- In an orthogonal overlap matrix the squared overlaps in each row sum to one. -/
theorem row_sq_sum {U : Matrix n n ℝ} (hU : U * Uᵀ = 1) (i : n) :
    ∑ j, U i j ^ 2 = 1 := by
  have h := congrArg (fun M : Matrix n n ℝ => M i i) hU
  simp only [Matrix.mul_apply, Matrix.transpose_apply, Matrix.one_apply_eq] at h
  exact (Finset.sum_congr rfl fun j _ => sq (U i j)).trans h
```

The comparison of a single square with the row sum gives U_ij² ≤ 1. The final `nlinarith` receives the product of U_ij² and 1 - U_ij², which is nonnegative.

```lean
/-- For an orthogonal matrix the fourth power of an entry is at most its square. -/
theorem entry_quartic_le {U : Matrix n n ℝ} (hU : U * Uᵀ = 1) (i j : n) :
    U i j ^ 4 ≤ U i j ^ 2 := by
  have h : U i j ^ 2 ≤ ∑ k, U i k ^ 2 :=
    Finset.single_le_sum (f := fun k => U i k ^ 2) (fun k _ => sq_nonneg _)
      (Finset.mem_univ j)
  rw [row_sq_sum hU i] at h
  nlinarith [mul_nonneg (sq_nonneg (U i j)) (sub_nonneg.2 h)]
```

Summing these inequalities proves the upper bound.

```lean
/-- For an orthogonal overlap matrix the sum of the fourth powers is at most the number of orbitals.
-/
theorem overlapQuartic_le_card {U : Matrix n n ℝ} (hU : U * Uᵀ = 1) :
    overlapQuartic U ≤ Fintype.card n := by
  calc overlapQuartic U ≤ ∑ i, ∑ j, U i j ^ 2 :=
        Finset.sum_le_sum fun i _ => Finset.sum_le_sum fun j _ => entry_quartic_le hU i j
    _ = Fintype.card n := by simp [row_sq_sum hU]
```

In the equality theorem, `hsum`, `hrow` and `hzero` pass from a vanishing total to vanishing rows and then to vanishing terms. Normalisation supplies a nonzero entry in each row (`hex`), and `choose` collects their columns into the function `f`. Cancelling the nonzero square in U_ij² = U_ij⁴ gives `hsq`, and `hoff` shows that the rest of the row is zero. Orthogonality of different rows gives `hinj`, after which `Equiv.ofBijective` turns `f` into the required permutation. The converse sums one fourth power per row.

```lean
/-- For an orthogonal overlap matrix the sum of the fourth powers equals the number of orbitals
exactly when the matrix is a signed permutation matrix. -/
theorem overlapQuartic_eq_card_iff {U : Matrix n n ℝ} (hU : U * Uᵀ = 1) :
    overlapQuartic U = Fintype.card n ↔ IsSignedPerm U := by
  constructor
  · intro h
    -- equality of the sums forces equality entry by entry
    have hnn : ∀ i j, 0 ≤ U i j ^ 2 - U i j ^ 4 :=
      fun i j => sub_nonneg.2 (entry_quartic_le hU i j)
    have hsum : ∑ i, ∑ j, (U i j ^ 2 - U i j ^ 4) = 0 := by
      unfold overlapQuartic at h
      simp only [Finset.sum_sub_distrib, row_sq_sum hU]
      rw [h]
      simp
    have hrow : ∀ i, ∑ j, (U i j ^ 2 - U i j ^ 4) = 0 := by
      have hr : ∀ i ∈ Finset.univ, 0 ≤ ∑ j, (U i j ^ 2 - U i j ^ 4) :=
        fun i _ => Finset.sum_nonneg fun j _ => hnn i j
      exact fun i => (Finset.sum_eq_zero_iff_of_nonneg hr).1 hsum i (Finset.mem_univ i)
    have hzero : ∀ i j, U i j ^ 2 - U i j ^ 4 = 0 := fun i j =>
      (Finset.sum_eq_zero_iff_of_nonneg (fun j _ => hnn i j)).1 (hrow i) j (Finset.mem_univ j)
    -- each row has a nonzero entry, whose square is one
    have hex : ∀ i, ∃ j, U i j ≠ 0 := by
      intro i
      by_contra hc
      have hc' : ∀ j, U i j = 0 := fun j => by_contra fun hj => hc ⟨j, hj⟩
      have h1 := row_sq_sum hU i
      simp [hc'] at h1
    choose f hf using hex
    have hsq : ∀ i, U i (f i) ^ 2 = 1 := fun i =>
      mul_left_cancel₀ (pow_ne_zero 2 (hf i)) (by linear_combination -(hzero i (f i)))
    -- normalisation leaves nothing for the rest of the row
    have hoff : ∀ i j, j ≠ f i → U i j = 0 := by
      intro i j hj
      have h1 : U i (f i) ^ 2 + ∑ k ∈ Finset.univ.erase (f i), U i k ^ 2 = ∑ k, U i k ^ 2 :=
        Finset.add_sum_erase Finset.univ (fun k => U i k ^ 2) (Finset.mem_univ (f i))
      have h2 : U i j ^ 2 ≤ ∑ k ∈ Finset.univ.erase (f i), U i k ^ 2 :=
        Finset.single_le_sum (f := fun k => U i k ^ 2) (fun k _ => sq_nonneg _)
          (Finset.mem_erase.2 ⟨hj, Finset.mem_univ j⟩)
      rw [row_sq_sum hU i, hsq i] at h1
      exact (pow_eq_zero_iff two_ne_zero).1 (le_antisymm (by linarith) (sq_nonneg _))
    -- orthogonal rows cannot share a column
    have hinj : Function.Injective f := by
      intro i k hik
      by_contra hne
      have h1 := congrArg (fun M : Matrix n n ℝ => M i k) hU
      simp only [Matrix.mul_apply, Matrix.transpose_apply, Matrix.one_apply_ne hne] at h1
      rw [Finset.sum_eq_single (f i) (fun j _ hj => by rw [hoff i j hj, zero_mul])
        (fun h2 => absurd (Finset.mem_univ _) h2)] at h1
      exact mul_ne_zero (hf i) (by rw [hik]; exact hf k) h1
    refine ⟨Equiv.ofBijective f (Finite.injective_iff_bijective.1 hinj),
      fun i => U i (f i), fun i => mul_self_eq_one_iff.1 (by rw [← sq]; exact hsq i), ?_⟩
    ext i j
    by_cases hj : j = f i
    · subst hj
      simp [signedPerm]
    · simp [signedPerm, hj, hoff i j hj]
  · rintro ⟨σ, s, hs, rfl⟩
    have hrow : ∀ i, ∑ j, signedPerm σ s i j ^ 4 = 1 := by
      intro i
      rw [Finset.sum_eq_single (σ i)]
      · rcases hs i with h | h <;> norm_num [signedPerm, h]
      · intro j _ hj
        simp [signedPerm, hj]
      · simp
    simp [overlapQuartic, hrow]
```

## Two alignments that both reach n

The theorem below takes `A`, `Q` and `Q'` to be orthogonal. "Rotation" here includes reflections, since no determinant is fixed. The assumption `h` says that `Q` reaches the value n; the choice Q = Aᵀ always does, because then A Q = 1. In the conclusion `Q' = Q * P`, the matrix `P` acts from the right, so it reorders the columns of `Q`, which hold the coefficients of the rotated orbitals in terms of the new ones, and multiplies each column by 1 or -1.

The orthogonality of `A` is assumed. Orbital sets from different geometries, or occupied sets from different SCF solutions, generally span different spaces, and their raw overlap matrix is then not orthogonal. Applying the theorem requires an orthogonal matrix in its place, and how well that matrix represents the actual overlaps is a separate question.

The proof first establishes that aligned overlap matrices remain orthogonal (`horth`), then applies the equality theorem to both. The forward direction constructs `P` as in the derivation; the reverse direction uses closure under products.

```lean
/-- Let `A` be the orthogonal overlap matrix of reference and new orbitals, and let the orthogonal
matrix `Q`, applied to the new orbitals, bring the sum of the fourth powers of `A * Q` to the number
of orbitals. An orthogonal matrix `Q'` does so too exactly when `Q' = Q * P` for a signed
permutation matrix `P`. -/
theorem tracking_unique_up_to_order_and_sign {A Q Q' : Matrix n n ℝ}
    (hA : A * Aᵀ = 1) (hQ : Q * Qᵀ = 1) (hQ' : Q' * Q'ᵀ = 1)
    (h : overlapQuartic (A * Q) = Fintype.card n) :
    overlapQuartic (A * Q') = Fintype.card n ↔ ∃ P, IsSignedPerm P ∧ Q' = Q * P := by
  have horth : ∀ R : Matrix n n ℝ, R * Rᵀ = 1 → (A * R) * (A * R)ᵀ = 1 := by
    intro R hR
    rw [Matrix.transpose_mul, Matrix.mul_assoc, ← Matrix.mul_assoc R, hR, Matrix.one_mul, hA]
  have h1 := (overlapQuartic_eq_card_iff (horth Q hQ)).1 h
  rw [overlapQuartic_eq_card_iff (horth Q' hQ')]
  constructor
  · intro h2
    -- the relative rotation is the product of two signed permutations
    refine ⟨(A * Q)ᵀ * (A * Q'), h1.transpose.mul h2, ?_⟩
    have hA' : Aᵀ * A = 1 := mul_eq_one_comm.1 hA
    have e : Q * ((A * Q)ᵀ * (A * Q')) = (Q * Qᵀ) * (Aᵀ * A) * Q' := by
      simp only [Matrix.transpose_mul, Matrix.mul_assoc]
    rw [e, hQ, hA', Matrix.one_mul, Matrix.one_mul]
  · rintro ⟨P, hP, e⟩
    rw [e, ← Matrix.mul_assoc]
    exact h1.mul hP
```

## Mixing two orbitals

The two-orbital example is an explicit matrix indexed by `Fin 2`.

```lean
/-- The rotation that mixes two orbitals by the angle `θ`. -/
def rotation (θ : ℝ) : Matrix (Fin 2) (Fin 2) ℝ :=
  !![Real.cos θ, -Real.sin θ; Real.sin θ, Real.cos θ]
```

Its orthogonality is checked entry by entry. The value of the sum follows from the double-angle formula and sin² θ + cos² θ = 1, which `linear_combination` uses with the factor needed for the fourth powers.

```lean
/-- The rotation of two orbitals by `θ` is orthogonal, and its sum of fourth powers is
`2 - sin² (2θ)`. -/
theorem rotation_witness (θ : ℝ) :
    rotation θ * (rotation θ)ᵀ = 1 ∧
      overlapQuartic (rotation θ) = 2 - Real.sin (2 * θ) ^ 2 := by
  have h := Real.sin_sq_add_cos_sq θ
  constructor
  · ext i j
    fin_cases i <;> fin_cases j <;>
      simp [rotation, Matrix.mul_apply, Fin.sum_univ_two] <;> nlinarith [h]
  · rw [Real.sin_two_mul]
    simp [overlapQuartic, rotation, Fin.sum_univ_two]
    linear_combination 2 * (Real.sin θ ^ 2 + Real.cos θ ^ 2 + 1) * h

end

end OrbitalTracking
```

```lean
#print axioms OrbitalTracking.overlapQuartic_le_card
#print axioms OrbitalTracking.overlapQuartic_eq_card_iff
#print axioms OrbitalTracking.tracking_unique_up_to_order_and_sign
```

```
'OrbitalTracking.overlapQuartic_le_card' depends on axioms: [propext, Classical.choice, Quot.sound]
'OrbitalTracking.overlapQuartic_eq_card_iff' depends on axioms: [propext, Classical.choice, Quot.sound]
'OrbitalTracking.tracking_unique_up_to_order_and_sign' depends on axioms: [propext, Classical.choice, Quot.sound]
```
